# The entropy of a harmonic mode in terms of its thermal energy and frequency

The theorem concerns a single quantum harmonic mode in thermal equilibrium, with reduced frequency x = ħω/kT > 0 and entropy S(x) = x/(eˣ − 1) − ln(1 − e⁻ˣ) in units of k. It states that S(x) + ln x = u + ln(u + x), where u = x/(eˣ − 1) is the mode's mean energy above the zero-point level, in units of kT. The proof first shows that u + x = x/(1 − e⁻ˣ), then splits the logarithm of this quotient and compares the result with the definition of the entropy. Both steps use the fact that 1 − e⁻ˣ is positive, which is proved beforehand as `h2`.

This version doesn't compile in Lean 4 with Mathlib:

```lean
import Mathlib

open Filter Topology

namespace SoftModeEntropy

/-- Entropy of a harmonic mode in units of `k`, as a function of the reduced frequency
`x = ħω/kT`, for `x > 0`. -/
noncomputable def modeEntropy (x : ℝ) : ℝ :=
  x / (Real.exp x - 1) - Real.log (1 - Real.exp (-x))

/-- For `x > 0` and `u = x/(exp x - 1)`, the entropy of a mode satisfies `S(x) + ln x = u + ln (u +
x)`. -/
theorem modeEntropy_add_log {x : ℝ} (hx : 0 < x) :
    modeEntropy x + Real.log x =
      x / (Real.exp x - 1) + Real.log (x / (Real.exp x - 1) + x) := by
  have h1 : 0 < Real.exp x - 1 := by linarith [Real.add_one_lt_exp hx.ne']
  have h2 : 0 < 1 - Real.exp (-x) := by
    linarith [Real.exp_lt_one (neg_lt_zero.mpr hx)]
  have h3 : Real.exp x * Real.exp (-x) = 1 := by rw [← Real.exp_add]; simp
  have key : x / (Real.exp x - 1) + x = x / (1 - Real.exp (-x)) := by
    rw [div_add' _ _ _ h1.ne', div_eq_div_iff h1.ne' h2.ne']
    linear_combination (-x) * h3
  rw [key, Real.log_div hx.ne' h2.ne', modeEntropy]
  ring

end SoftModeEntropy
```

Lean reports:

```
Main.lean:19:14: error(lean.unknownIdentifier): Unknown constant `Real.exp_lt_one`
```

Fix (accepted with no message):

```diff
@@ -17,5 +17,5 @@
   have h1 : 0 < Real.exp x - 1 := by linarith [Real.add_one_lt_exp hx.ne']
   have h2 : 0 < 1 - Real.exp (-x) := by
-    linarith [Real.exp_lt_one (neg_lt_zero.mpr hx)]
+    linarith [Real.exp_lt_one_iff.2 (neg_lt_zero.mpr hx)]
   have h3 : Real.exp x * Real.exp (-x) = 1 := by rw [← Real.exp_add]; simp
   have key : x / (Real.exp x - 1) + x = x / (1 - Real.exp (-x)) := by
```

Diagnosis. The message says that no constant called `Real.exp_lt_one` exists among the declarations available to the file. The name occurs in the proof of `h2`, where it was meant to turn −x < 0 into e⁻ˣ < 1, the inequality that `linarith` needs to conclude 0 < 1 − e⁻ˣ. The inequality is true and the argument for it is sound; only the lemma's name is wrong.

The repair uses `Real.exp_lt_one_iff`, which states that the exponential of a real number is less than 1 if and only if that number is negative. Because this is an equivalence, it can't be applied directly to a proof of −x < 0 as the missing lemma was. The suffix `.2` selects the direction from the negative exponent to the bound on the exponential, and `neg_lt_zero.mpr hx` supplies −x < 0 as before. `linarith` then has the inequality it needs, and the rest of the proof is unchanged.
